# The Midzuno–Kihara estimate is an upper bound for finitely many transitions of nonnegative weight

Take an atom with two dipole transitions, of energies $D_1, D_2>0$. At imaginary frequency $iw$ its polarisability is

$$\alpha(w)=p_1x_1+p_2x_2,\qquad x_k=\frac{D_k^2}{D_k^2+w^2},$$

where $p_k\ge 0$ is the contribution of transition $k$ to the static value $\alpha(0)=p_1+p_2$. With $\beta=p_1x_1^2+p_2x_2^2$,

$$\alpha(0)\beta-\alpha^2=p_1p_2(x_1-x_2)^2\ge 0 .$$

The two responses differ at every $w>0$ unless the gaps agree. This spread fixes the sign of the error in the Midzuno–Kihara estimate, which obtains the triple-dipole coefficient $C_9$ of three identical atoms from the static polarisability and the pair coefficient $C_6$: $C_9\approx\tfrac34\alpha(0)C_6$. In atomic units $C_6=\frac3\pi\int_0^\infty\alpha^2\,dw$ and $C_9=\frac3\pi\int_0^\infty\alpha^3\,dw$, so the estimate is an upper bound if

$$4\int_0^\infty\alpha^3\,dw\le 3\,\alpha(0)\int_0^\infty\alpha^2\,dw .$$

This is proved below for any finite set of transitions with nonnegative weights. The expressions for $C_6$ and $C_9$ are the step from these integrals to real atoms, and they are taken from dispersion theory. A real spectrum also has infinitely many bound states and a continuum, which a finite sum can only represent approximately.

## Polarisability as a finite sum

The transitions are labelled by a finite type `ι`, with real weights `p` and gaps `D`.

```lean
import Mathlib

open MeasureTheory Set Filter Topology

namespace MidzunoKihara

noncomputable section

variable {ι : Type*} [Fintype ι] {p D : ι → ℝ}
```

The response $x_k$ is `response (D k) w`; the real variable `w` is the $\omega$ of textbooks.

```lean
/-- Normalised response of a transition with gap `D` at imaginary frequency `w`,
for `D` and `w` not both zero. -/
def response (D w : ℝ) : ℝ := D ^ 2 / (D ^ 2 + w ^ 2)
```

The polarisability is $\alpha(w)=\sum_k p_kx_k$. In terms of oscillator strengths $f_k$, the weights in atomic units are $p_k=f_k/D_k^2$.

```lean
/-- Polarisability at imaginary frequency `w` of transitions with weights `p` and
nonzero gaps `D`. -/
def pol (p D : ι → ℝ) (w : ℝ) : ℝ := ∑ k, p k * response (D k) w
```

The same sum with squared responses is $\beta(w)=\sum_k p_kx_k^2$. Where a docstring below speaks of the sum of squared responses, this weighted sum is meant.

```lean
/-- Weighted sum of the squared responses, for nonzero gaps `D`. -/
def polSq (p D : ι → ℝ) (w : ℝ) : ℝ := ∑ k, p k * response (D k) w ^ 2
```

At $w=0$ every response equals 1, so $\alpha(0)=\sum_k p_k$.

```lean
/-- For positive gaps the static polarisability is the sum of the weights. -/
theorem pol_zero (hD : ∀ k, 0 < D k) : pol p D 0 = ∑ k, p k := by
  unfold pol response
  refine Finset.sum_congr rfl fun k _ => ?_
  rw [zero_pow two_ne_zero, add_zero, div_self (pow_ne_zero 2 (hD k).ne'), mul_one]
```

Since $0\le x_k\le1$, also $x_k^2\le x_k$. Weighting with $p_k\ge0$ and summing gives $0\le\beta\le\alpha\le\alpha(0)$.

```lean
/-- For nonnegative weights and positive gaps, the sum of squared responses is nonnegative and
at most the polarisability, which is at most its static value. -/
theorem pol_bounds (hp : ∀ k, 0 ≤ p k) (hD : ∀ k, 0 < D k) (w : ℝ) :
    0 ≤ polSq p D w ∧ polSq p D w ≤ pol p D w ∧ pol p D w ≤ pol p D 0 := by
  have h0 : ∀ k, 0 ≤ response (D k) w := fun k => by unfold response; positivity
  have h1 : ∀ k, response (D k) w ≤ 1 := fun k => by
    have := hD k
    unfold response
    rw [div_le_one (by positivity)]
    linarith [sq_nonneg w]
  refine ⟨Finset.sum_nonneg fun k _ => mul_nonneg (hp k) (sq_nonneg _),
    Finset.sum_le_sum fun k _ => mul_le_mul_of_nonneg_left ?_ (hp k), ?_⟩
  · nlinarith [h0 k, h1 k]
  · rw [pol_zero hD]
    exact Finset.sum_le_sum fun k _ => mul_le_of_le_one_right (hp k) (h1 k)
```

## The spread of the responses

Expanding the square and using $\sum_kp_k=\alpha(0)$,

$$\sum_kp_k(\alpha(0)x_k-\alpha)^2=\alpha(0)^2\beta-2\alpha(0)\alpha^2+\alpha(0)\alpha^2=\alpha(0)\,(\alpha(0)\beta-\alpha^2).$$

The weights are not normalised: for nonnegative weights with $\alpha(0)>0$, the left side is $\alpha(0)^3$ times the variance of the responses.

```lean
/-- For positive gaps, the weighted sum of the squares of `α(0) * response - α(w)` equals `α(0)`
times the difference of `α(0)` times the weighted sum of squared responses and `α(w) ^ 2`. -/
theorem spread (hD : ∀ k, 0 < D k) (w : ℝ) :
    ∑ k, p k * (pol p D 0 * response (D k) w - pol p D w) ^ 2
      = pol p D 0 * (pol p D 0 * polSq p D w - pol p D w ^ 2) := by
  calc _ = ∑ k, (pol p D 0 ^ 2 * (p k * response (D k) w ^ 2)
          - 2 * pol p D 0 * pol p D w * (p k * response (D k) w) + pol p D w ^ 2 * p k) :=
        Finset.sum_congr rfl fun k _ => by ring
    _ = pol p D 0 ^ 2 * polSq p D w - 2 * pol p D 0 * pol p D w * pol p D w
          + pol p D w ^ 2 * ∑ k, p k := by
        rw [Finset.sum_add_distrib, Finset.sum_sub_distrib, ← Finset.mul_sum,
          ← Finset.mul_sum, ← Finset.mul_sum]
        rfl
    _ = _ := by rw [← pol_zero hD]; ring
```

The left side is nonnegative. If $\alpha(0)>0$, dividing by it gives $\alpha^2\le\alpha(0)\beta$. If $\alpha(0)=0$, the bounds above force $\alpha=0$ and the inequality is trivial. The proof makes the same case distinction.

```lean
/-- For nonnegative weights and positive gaps, the squared polarisability is at most its static
value times the sum of squared responses. -/
theorem pol_sq_le (hp : ∀ k, 0 ≤ p k) (hD : ∀ k, 0 < D k) (w : ℝ) :
    0 ≤ pol p D 0 * polSq p D w - pol p D w ^ 2 := by
  obtain ⟨h0, h1, h2⟩ := pol_bounds hp hD w
  rcases (h0.trans (h1.trans h2)).eq_or_lt with h | h
  · have hw : pol p D w = 0 := by linarith
    rw [hw, ← h]
    norm_num
  · refine (mul_nonneg_iff_of_pos_left h).1 ?_
    rw [← spread hD]
    exact Finset.sum_nonneg fun k _ => mul_nonneg (hp k) (sq_nonneg _)
```

## An identity between frequency integrals

Differentiating one response gives

$$w\,x_k'=-\frac{2w^2D_k^2}{(D_k^2+w^2)^2}=2(x_k^2-x_k),$$

hence $w\alpha'=2(\beta-\alpha)$. For every natural number $m$,

$$(w\alpha^{m+1})'=\alpha^{m+1}+(m+1)\alpha^m\,w\alpha'=2(m+1)\alpha^m\beta-(2m+1)\alpha^{m+1}.$$

In the proof `S` is $\alpha'$ and `hv` is the relation for $w\alpha'$, which the last line inserts into the product rule.

```lean
/-- For positive gaps, the frequency derivative of `w * α(w) ^ (m + 1)` is a combination of
`α ^ m` times the sum of squared responses and `α ^ (m + 1)`. -/
theorem hasDerivAt_moment (hD : ∀ k, 0 < D k) (m : ℕ) (w : ℝ) :
    HasDerivAt (fun u => u * pol p D u ^ (m + 1))
      (2 * ((m : ℝ) + 1) * (pol p D w ^ m * polSq p D w)
        - (2 * (m : ℝ) + 1) * pol p D w ^ (m + 1)) w := by
  have hne : ∀ k, D k ^ 2 + w ^ 2 ≠ 0 := fun k => by have := hD k; positivity
  obtain ⟨S, hS, hv⟩ : ∃ S, HasDerivAt (pol p D) S w ∧
      w * S = 2 * (polSq p D w - pol p D w) := by
    refine ⟨∑ k, p k * (-(D k ^ 2 * (2 * w)) / (D k ^ 2 + w ^ 2) ^ 2), ?_, ?_⟩
    · have h : HasDerivAt (fun u => ∑ k, p k * response (D k) u)
          (∑ k, p k * (-(D k ^ 2 * (2 * w)) / (D k ^ 2 + w ^ 2) ^ 2)) w := by
        refine HasDerivAt.fun_sum fun k _ => ?_
        have h1 : HasDerivAt (fun u : ℝ => D k ^ 2 + u ^ 2) (2 * w) w := by
          simpa using (hasDerivAt_pow 2 w).const_add (D k ^ 2)
        have h2 := ((hasDerivAt_const w (D k ^ 2)).fun_div h1 (hne k)).const_mul (p k)
        exact h2.congr_deriv (by ring)
      exact h
    · unfold polSq pol
      rw [← Finset.sum_sub_distrib, Finset.mul_sum, Finset.mul_sum]
      refine Finset.sum_congr rfl fun k _ => ?_
      have := hne k
      unfold response
      field_simp
      ring
  refine ((hasDerivAt_id' w).fun_mul (hS.fun_pow (m + 1))).congr_deriv ?_
  simp only [Nat.add_sub_cancel, Nat.cast_add, Nat.cast_one]
  linear_combination (((m : ℝ) + 1) * pol p D w ^ m) * hv
```

Each response is a Lorentzian, so $\alpha$ is integrable. Both $\alpha^{m+1}$ and $\alpha^m\beta$ are continuous and at most $\alpha(0)^m\alpha$, so they are integrable too.

```lean
/-- For nonnegative weights and positive gaps, `α ^ (m + 1)` and `α ^ m` times the sum of
squared responses are integrable over all frequencies. -/
theorem integrable_moments (hp : ∀ k, 0 ≤ p k) (hD : ∀ k, 0 < D k) (m : ℕ) :
    Integrable (fun w => pol p D w ^ (m + 1)) ∧
      Integrable (fun w => pol p D w ^ m * polSq p D w) := by
  have hr : ∀ k, Continuous (response (D k)) := fun k => by
    have h : ∀ w : ℝ, D k ^ 2 + w ^ 2 ≠ 0 := fun w => by have := hD k; positivity
    exact Continuous.div continuous_const (by fun_prop) h
  have hc : Continuous (pol p D) :=
    continuous_finsetSum _ fun k _ => continuous_const.mul (hr k)
  have hc2 : Continuous (polSq p D) :=
    continuous_finsetSum _ fun k _ => continuous_const.mul ((hr k).pow 2)
  -- each transition contributes a Lorentzian
  have hi : Integrable (pol p D) := by
    refine MeasureTheory.integrable_finsetSum _ fun k _ => ?_
    have h := (integrable_inv_one_add_sq.comp_div (hD k).ne').const_mul (p k)
    refine h.congr (ae_of_all _ fun w => ?_)
    have hk := (hD k).ne'
    have e : 1 + (w / D k) ^ 2 = (D k ^ 2 + w ^ 2) / D k ^ 2 := by field_simp
    change p k * (1 + (w / D k) ^ 2)⁻¹ = p k * (D k ^ 2 / (D k ^ 2 + w ^ 2))
    rw [e, inv_div]
  have key : ∀ f : ℝ → ℝ, Continuous f → (∀ w, 0 ≤ f w ∧ f w ≤ pol p D w) →
      Integrable (fun w => pol p D w ^ m * f w) := fun f hf hb => by
    refine (hi.const_mul (pol p D 0 ^ m)).mono' ((hc.pow m).mul hf).aestronglyMeasurable
      (ae_of_all _ fun w => ?_)
    obtain ⟨h0, h1, h2⟩ := pol_bounds hp hD w
    have h3 := h0.trans h1
    rw [Real.norm_of_nonneg (mul_nonneg (pow_nonneg h3 m) (hb w).1)]
    exact mul_le_mul (pow_le_pow_left₀ h3 h2 m) (hb w).2 (hb w).1
      (pow_nonneg (h3.trans h2) m)
  refine ⟨?_, key _ hc2 fun w => ⟨(pol_bounds hp hD w).1, (pol_bounds hp hD w).2.1⟩⟩
  simpa only [pow_succ] using key _ hc fun w =>
    ⟨(pol_bounds hp hD w).1.trans (pol_bounds hp hD w).2.1, le_rfl⟩
```

The function $w\alpha^{m+1}$ vanishes at $w=0$. For $w>0$, $wx_k\le D_k^2/w$ gives

$$0\le w\alpha^{m+1}\le\frac{\alpha(0)^m}{w}\sum_kp_kD_k^2\to0\quad(w\to\infty).$$

Integrating the derivative over $w>0$ therefore yields

$$2(m+1)\int\alpha^m\beta=(2m+1)\int\alpha^{m+1}.$$

Multiplying by $\alpha(0)$ and subtracting $2(m+1)\int\alpha^{m+2}$ gives

$$(2m+1)\alpha(0)\int\alpha^{m+1}-2(m+1)\int\alpha^{m+2}=2(m+1)\int\alpha^m(\alpha(0)\beta-\alpha^2).$$

In Lean, `Ioi (0 : ℝ)` is the half-line $w>0$, `hlim` is the limit at infinity and `h` the integrated derivative.

```lean
/-- For nonnegative weights and positive gaps, `(2 * m + 1) * α(0)` times the integral of
`α ^ (m + 1)` minus `2 * (m + 1)` times the integral of `α ^ (m + 2)` equals `2 * (m + 1)` times the
integral of `α ^ m * (α(0) * β - α ^ 2)`, where `β` is the weighted sum of squared responses and all
integrals run over positive frequencies. -/
theorem deficit (hp : ∀ k, 0 ≤ p k) (hD : ∀ k, 0 < D k) (m : ℕ) :
    (2 * (m : ℝ) + 1) * pol p D 0 * (∫ w in Ioi (0 : ℝ), pol p D w ^ (m + 1))
      - 2 * ((m : ℝ) + 1) * (∫ w in Ioi (0 : ℝ), pol p D w ^ (m + 2))
      = 2 * ((m : ℝ) + 1) * ∫ w in Ioi (0 : ℝ),
          pol p D w ^ m * (pol p D 0 * polSq p D w - pol p D w ^ 2) := by
  obtain ⟨i1, i2⟩ := integrable_moments hp hD m
  have i3 : Integrable (fun w => pol p D w ^ (m + 2)) := (integrable_moments hp hD (m + 1)).1
  -- the boundary term at infinity vanishes
  have hlim : Tendsto (fun u => u * pol p D u ^ (m + 1)) atTop (𝓝 0) := by
    have hg : Tendsto (fun u : ℝ => pol p D 0 ^ m * ((∑ k, p k * D k ^ 2) / u)) atTop (𝓝 0) := by
      simpa using (tendsto_const_nhds.div_atTop tendsto_id).const_mul (pol p D 0 ^ m)
    refine squeeze_zero' ?_ ?_ hg <;> filter_upwards [eventually_gt_atTop 0] with u hu
    · obtain ⟨h0, h1, _⟩ := pol_bounds hp hD u
      exact mul_nonneg hu.le (pow_nonneg (h0.trans h1) _)
    · obtain ⟨h0, h1, h2⟩ := pol_bounds hp hD u
      have h3 := h0.trans h1
      have hb : u * pol p D u ≤ (∑ k, p k * D k ^ 2) / u := by
        unfold pol
        rw [Finset.mul_sum, Finset.sum_div]
        refine Finset.sum_le_sum fun k _ => ?_
        have hk := hD k
        have hr : u * response (D k) u ≤ D k ^ 2 / u := by
          unfold response
          rw [← mul_div_assoc, div_le_div_iff₀ (by positivity) hu]
          nlinarith [sq_nonneg (D k ^ 2)]
        calc u * (p k * response (D k) u) = p k * (u * response (D k) u) := by ring
          _ ≤ p k * (D k ^ 2 / u) := mul_le_mul_of_nonneg_left hr (hp k)
          _ = p k * D k ^ 2 / u := by ring
      calc u * pol p D u ^ (m + 1) = pol p D u ^ m * (u * pol p D u) := by ring
        _ ≤ _ := mul_le_mul (pow_le_pow_left₀ h3 h2 m) hb (mul_nonneg hu.le h3)
            (pow_nonneg (h3.trans h2) m)
  -- integrate the derivative of `w * α ^ (m + 1)`
  have h : ∫ w in Ioi (0 : ℝ), (2 * ((m : ℝ) + 1) * (pol p D w ^ m * polSq p D w)
      - (2 * (m : ℝ) + 1) * pol p D w ^ (m + 1)) = 0 - 0 * pol p D 0 ^ (m + 1) :=
    integral_Ioi_of_hasDerivAt_of_tendsto' (f := fun u => u * pol p D u ^ (m + 1))
      (fun w _ => hasDerivAt_moment hD m w)
      ((i2.const_mul _).sub (i1.const_mul _)).integrableOn hlim
  rw [integral_sub (i2.const_mul _).integrableOn (i1.const_mul _).integrableOn,
    integral_const_mul, integral_const_mul] at h
  have e : (fun w => pol p D w ^ m * (pol p D 0 * polSq p D w - pol p D w ^ 2))
      = fun w => pol p D 0 * (pol p D w ^ m * polSq p D w) - pol p D w ^ (m + 2) := by
    funext w
    ring
  rw [e, integral_sub (i2.const_mul _).integrableOn i3.integrableOn, integral_const_mul]
  linear_combination (-pol p D 0) * h
```

## The bound and its equality case

The integrand on the right is nonnegative, so

$$2(m+1)\int\alpha^{m+2}\le(2m+1)\,\alpha(0)\int\alpha^{m+1}.$$

```lean
/-- For nonnegative weights and positive gaps, `2 * (m + 1)` times the integral of `α ^ (m + 2)`
over positive frequencies is at most `(2 * m + 1) * α(0)` times that of `α ^ (m + 1)`. -/
theorem moment_bound (hp : ∀ k, 0 ≤ p k) (hD : ∀ k, 0 < D k) (m : ℕ) :
    2 * ((m : ℝ) + 1) * (∫ w in Ioi (0 : ℝ), pol p D w ^ (m + 2))
      ≤ (2 * (m : ℝ) + 1) * pol p D 0 * ∫ w in Ioi (0 : ℝ), pol p D w ^ (m + 1) := by
  have hI : 0 ≤ ∫ w in Ioi (0 : ℝ),
      pol p D w ^ m * (pol p D 0 * polSq p D w - pol p D w ^ 2) :=
    integral_nonneg fun w => mul_nonneg
      (pow_nonneg ((pol_bounds hp hD w).1.trans (pol_bounds hp hD w).2.1) m) (pol_sq_le hp hD w)
  have hm : (0 : ℝ) ≤ 2 * ((m : ℝ) + 1) := by positivity
  linarith [deficit hp hD m, mul_nonneg hm hI]
```

Setting $m=1$ gives the Midzuno–Kihara bound.

```lean
/-- Midzuno-Kihara is an upper bound: for nonnegative weights and positive gaps, four times the
integral of `α ^ 3` is at most three times `α(0)` times the integral of `α ^ 2`. -/
theorem midzuno_kihara (hp : ∀ k, 0 ≤ p k) (hD : ∀ k, 0 < D k) :
    4 * (∫ w in Ioi (0 : ℝ), pol p D w ^ 3)
      ≤ 3 * pol p D 0 * ∫ w in Ioi (0 : ℝ), pol p D w ^ 2 := by
  have h := moment_bound hp hD 1
  norm_num at h
  linarith
```

Nonnegative weights describe an atom in its ground state; downward transitions from an excited state contribute negative ones. The integral inequality can then fail. As a model with illustrative numbers, not a particular atom, take $p=(2,-1)$ and $D=(2,1)$. Then

$$\alpha(w)=\frac{4+7w^2}{(4+w^2)(1+w^2)}>0.$$

The integral identity holds for weights of either sign, because $\alpha$ still falls off at least as fast as $1/w^2$ and the boundary term vanishes. For $m=1$ its right side is now $-8\int\alpha(x_1-x_2)^2<0$, so the integral inequality fails. Positivity of $\alpha$ at all frequencies is thus not enough. This example is a calculation separate from the Lean proof, and it concerns only the integrals: the dispersion coefficients of excited atoms contain further terms.

For nonnegative weights, equality holds exactly when all transitions of positive weight share one gap. Suppose it holds and $p_j,p_k>0$. The nonnegative integrand $\alpha(\alpha(0)\beta-\alpha^2)$ has zero integral, so it vanishes at some $w>0$. There $\alpha>0$, so the spread is zero and $x_j=x_k$. Cross-multiplying gives $D_j^2w^2=D_k^2w^2$, hence $D_j=D_k$.

Conversely, a common gap with response $x$ gives $\alpha=\alpha(0)x$ and $\beta=\alpha(0)x^2$, so the integrand is zero. If no weight is positive, all vanish and both sides are zero.

```lean
/-- For nonnegative weights and positive gaps, the Midzuno-Kihara relation is exact if and only
if all transitions of positive weight have the same gap. -/
theorem midzuno_kihara_eq_iff (hp : ∀ k, 0 ≤ p k) (hD : ∀ k, 0 < D k) :
    4 * (∫ w in Ioi (0 : ℝ), pol p D w ^ 3)
        = 3 * pol p D 0 * (∫ w in Ioi (0 : ℝ), pol p D w ^ 2)
      ↔ ∀ j k, 0 < p j → 0 < p k → D j = D k := by
  have hd : 3 * pol p D 0 * (∫ w in Ioi (0 : ℝ), pol p D w ^ 2)
      - 4 * (∫ w in Ioi (0 : ℝ), pol p D w ^ 3) = 4 * ∫ w in Ioi (0 : ℝ),
        pol p D w * (pol p D 0 * polSq p D w - pol p D w ^ 2) := by
    have h := deficit hp hD 1
    norm_num at h
    linarith
  constructor
  · intro h j k hj hk
    have hz : ∫ w in Ioi (0 : ℝ),
        pol p D w * (pol p D 0 * polSq p D w - pol p D w ^ 2) = 0 := by linarith
    have hint : Integrable
        (fun w => pol p D w * (pol p D 0 * polSq p D w - pol p D w ^ 2)) := by
      refine (((integrable_moments hp hD 1).2.const_mul (pol p D 0)).sub
        (integrable_moments hp hD 2).1).congr (ae_of_all _ fun w => ?_)
      simp only [Pi.sub_apply]
      ring
    rw [integral_eq_zero_iff_of_nonneg (fun w => mul_nonneg
      ((pol_bounds hp hD w).1.trans (pol_bounds hp hD w).2.1) (pol_sq_le hp hD w))
      hint.integrableOn] at hz
    -- the spread vanishes at some positive frequency
    have : NeBot (ae (volume.restrict (Ioi (0 : ℝ)))) := ae_restrict_neBot.2 (by simp)
    obtain ⟨w, hw, hw0⟩ := (hz.and (ae_restrict_mem measurableSet_Ioi)).exists
    replace hw : pol p D w * (pol p D 0 * polSq p D w - pol p D w ^ 2) = 0 := hw
    replace hw0 : 0 < w := hw0
    have hr : ∀ i, 0 < response (D i) w := fun i => by
      have := hD i
      unfold response
      positivity
    have hpos : 0 < pol p D w := Finset.sum_pos' (fun i _ => mul_nonneg (hp i) (hr i).le)
      ⟨j, Finset.mem_univ j, mul_pos hj (hr j)⟩
    have hs := spread (p := p) hD w
    rw [(mul_eq_zero.1 hw).resolve_left hpos.ne', mul_zero] at hs
    have hall := (Finset.sum_eq_zero_iff_of_nonneg
      (fun i _ => mul_nonneg (hp i) (sq_nonneg _))).1 hs
    have hx : ∀ i, 0 < p i → pol p D 0 * response (D i) w = pol p D w := fun i hi =>
      sub_eq_zero.1 ((pow_eq_zero_iff two_ne_zero).1
        ((mul_eq_zero.1 (hall i (Finset.mem_univ i))).resolve_left hi.ne'))
    have h0 : 0 < pol p D 0 := hpos.trans_le (pol_bounds hp hD w).2.2
    have he : response (D j) w = response (D k) w :=
      mul_left_cancel₀ h0.ne' ((hx j hj).trans (hx k hk).symm)
    have hDj := hD j
    have hDk := hD k
    unfold response at he
    rw [div_eq_div_iff (by positivity) (by positivity)] at he
    have hsq : D j ^ 2 = D k ^ 2 :=
      mul_right_cancel₀ (pow_ne_zero 2 hw0.ne') (by linear_combination he)
    exact (sq_eq_sq₀ hDj.le hDk.le).1 hsq
  · intro h
    -- with one common gap the responses have no spread
    have hz : ∀ w, pol p D 0 * polSq p D w - pol p D w ^ 2 = 0 := fun w => by
      by_cases hex : ∃ i, 0 < p i
      · obtain ⟨i, hi⟩ := hex
        have hk : ∀ k, p k = 0 ∨ response (D k) w = response (D i) w := fun k =>
          (hp k).eq_or_lt.imp Eq.symm fun hk => by rw [h k i hk hi]
        have h1 : pol p D w = pol p D 0 * response (D i) w := by
          rw [pol_zero hD, Finset.sum_mul]
          exact Finset.sum_congr rfl fun k _ => by rcases hk k with e | e <;> simp [e]
        have h2 : polSq p D w = pol p D 0 * response (D i) w ^ 2 := by
          rw [pol_zero hD, Finset.sum_mul]
          exact Finset.sum_congr rfl fun k _ => by rcases hk k with e | e <;> simp [e]
        rw [h1, h2]
        ring
      · have h0 : ∀ k, p k = 0 := fun k =>
          le_antisymm (not_lt.1 fun hk => hex ⟨k, hk⟩) (hp k)
        simp [pol, polSq, h0]
    simp only [hz, mul_zero, integral_zero] at hd
    linarith

end

end MidzunoKihara
```

```lean
#print axioms MidzunoKihara.midzuno_kihara
#print axioms MidzunoKihara.midzuno_kihara_eq_iff
```

```
'MidzunoKihara.midzuno_kihara' depends on axioms: [propext, Classical.choice, Quot.sound]
'MidzunoKihara.midzuno_kihara_eq_iff' depends on axioms: [propext, Classical.choice, Quot.sound]
```
